# The Krylov space of a Hermitian matrix has one dimension for each distinct eigenvalue present in the start vector

Take \(H=\mathrm{diag}(a,a,b)\) with real \(a\neq b\), and \(v=(1,1,1)^{\mathsf T}\). Then

\[
H^k v = a^k\,(1,1,0)^{\mathsf T} + b^k\,(0,0,1)^{\mathsf T},\qquad k\ge 0 .
\]

Every power lies in the plane spanned by these two vectors. The plane is filled, because \((H-b)v=(a-b)(1,1,0)^{\mathsf T}\) isolates the first vector and \((H-a)v=(b-a)(0,0,1)^{\mathsf T}\) the second. The other eigenvector at \(a\), \((1,-1,0)^{\mathsf T}\), is orthogonal to every \(H^kv\) and is never reached. The problems below carry this argument over to any finite-dimensional Hermitian operator.

## Operator, start vector and spectral components

The state space `E` is a finite-dimensional complex inner product space, and `T` is a linear operator on it. Where Hermiticity is needed it appears as `T.IsSymmetric`, that is, \(\langle Tx,y\rangle=\langle x,Ty\rangle\) for all \(x,y\). The start vector \(v\) need not be normalised and may be zero.

```lean
import Mathlib

open Polynomial Module Matrix

namespace LanczosTermination

noncomputable section

variable {E : Type*} [NormedAddCommGroup E] [InnerProductSpace ℂ E] [FiniteDimensional ℂ E]
```

The Krylov space \(\mathcal K\) is the span of all \(T^kv\), with no cutoff on \(k\).

```lean
/-- The full Krylov space: the span of all `T ^ k v` with `k ≥ 0`. -/
def krylov (T : E →ₗ[ℂ] E) (v : E) : Submodule ℂ E :=
  Submodule.span ℂ (Set.range fun k : ℕ => (T ^ k) v)
```

Write \(P_\mu v\) for the orthogonal projection of \(v\) onto the whole eigenspace at \(\mu\), whatever its dimension.

```lean
/-- The orthogonal projection of the state `v` onto the eigenspace of `T` at `μ`. -/
def component (T : E →ₗ[ℂ] E) (μ : ℂ) (v : E) : E :=
  (Module.End.eigenspace T μ).starProjection v
```

Call \(\mu\) visible if \(P_\mu v\neq 0\), and let \(V\) be the set of visible \(\mu\). Lean takes \(\mu\) to be complex; for a Hermitian operator the visible values are real.

```lean
/-- The set of complex numbers `μ` for which the orthogonal projection of `v` onto the eigenspace of
`T` at `μ` is nonzero. -/
def visible (T : E →ₗ[ℂ] E) (v : E) : Set ℂ :=
  {μ | component T μ v ≠ 0}
```

## (a) Visible components are eigenvectors

**Task.** For \(\mu\in V\), show that \(P_\mu v\) is an eigenvector:

\[
T P_\mu v=\mu P_\mu v,\qquad P_\mu v\neq0 .
\]

**Solution.** A projection onto the eigenspace lies in the eigenspace, which gives the equation. The vector is nonzero by the definition of \(V\). The Lean proof is the pair of these two facts.

```lean
/-- If the orthogonal projection of `v` onto the eigenspace of `T` at `μ` is nonzero, it is an
eigenvector of `T` with eigenvalue `μ`. -/
theorem component_hasEigenvector (T : E →ₗ[ℂ] E) {v : E} {μ : ℂ} (h : μ ∈ visible T v) :
    Module.End.HasEigenvector T μ (component T μ v) :=
  ⟨Submodule.starProjection_apply_mem _ _, h⟩
```

## (b) Polynomials act as numbers

**Task.** For every polynomial \(p\) and every \(\mu\), show that

\[
p(T)\,P_\mu v=p(\mu)\,P_\mu v .
\]

**Solution.** Applying \(T\) repeatedly gives \(T^kP_\mu v=\mu^kP_\mu v\). Multiply by the coefficients of \(p\) and add. If \(P_\mu v=0\), both sides vanish; Lean treats this case separately because the library lemma for eigenvectors requires a nonzero vector. In the code, `aeval T p` is \(p(T)\) and `p.eval μ` is \(p(\mu)\).

```lean
/-- A polynomial in `T` multiplies the spectral component at `μ` by the value of the
polynomial at `μ`. -/
theorem aeval_component (T : E →ₗ[ℂ] E) (p : ℂ[X]) (μ : ℂ) (v : E) :
    aeval T p (component T μ v) = p.eval μ • component T μ v := by
  by_cases h : component T μ v = 0
  · simp [h]
  · exact Module.End.aeval_apply_of_hasEigenvector (component_hasEigenvector T h)
```

## (c) Finitely many visible values

**Task.** Show that \(|V|<\infty\).

**Solution.** By (a), every visible \(\mu\) is an eigenvalue, and an operator on a finite-dimensional space has finitely many eigenvalues. This matters for the later count, since Lean's `ncard` assigns 0 to an infinite set. Like (a) and (b), this part does not use Hermiticity.

```lean
/-- Only finitely many values `μ` are visible from a given start vector. -/
theorem visible_finite (T : E →ₗ[ℂ] E) (v : E) : (visible T v).Finite := by
  refine (Set.finite_range (fun μ : Module.End.Eigenvalues T => (μ : ℂ))).subset ?_
  intro μ h
  exact ⟨⟨μ, Module.End.hasEigenvalue_of_hasEigenvector (component_hasEigenvector T h)⟩, rfl⟩
```

## (d) Spectral expansion

**Task.** For Hermitian \(T\) with set of distinct eigenvalues \(\sigma(T)\), show that

\[
p(T)v=\sum_{\mu\in\sigma(T)}p(\mu)\,P_\mu v .
\]

**Solution.** The eigenvalues are real, and for \(Tx=\mu x\), \(Ty=\nu y\) Hermiticity gives \((\mu-\nu)\langle x,y\rangle=0\), so different eigenspaces are orthogonal. Let \(W\) be their sum. If \(x\perp W\) and \(w\in W\), then \(\langle Tx,w\rangle=\langle x,Tw\rangle=0\), so \(T\) maps \(W^\perp\) into itself. Were \(W^\perp\) nonzero, it would contain an eigenvector of \(T\), which would also lie in \(W\), a contradiction. Hence \(W\) is the whole space and \(v=\sum_\mu P_\mu v\). Apply \(p(T)\) and use (b) in each term.

Lean takes the completeness of the eigenspaces from Mathlib (`htop`), obtains the decomposition of \(v\) (`hv`), and finishes with the same termwise step.

```lean
/-- Spectral expansion of a polynomial of a Hermitian operator applied to a state. -/
theorem aeval_apply_eq_sum {T : E →ₗ[ℂ] E} (hT : T.IsSymmetric) (p : ℂ[X]) (v : E) :
    aeval T p v = ∑ μ : Module.End.Eigenvalues T, p.eval (μ : ℂ) • component T μ v := by
  have htop : (⨆ μ : Module.End.Eigenvalues T, Module.End.eigenspace T (μ : ℂ)) = ⊤ :=
    Submodule.orthogonal_eq_bot_iff.mp hT.orthogonalComplement_iSup_eigenspaces_eq_bot'
  have hmem : v ∈ ⨆ μ : Module.End.Eigenvalues T, Module.End.eigenspace T (μ : ℂ) := by
    rw [htop]; exact Submodule.mem_top
  -- the spectral components add up to the state
  have hv : ∑ μ : Module.End.Eigenvalues T, component T μ v = v :=
    hT.orthogonalFamily_eigenspaces'.sum_projection_of_mem_iSup v hmem
  calc aeval T p v = aeval T p (∑ μ : Module.End.Eigenvalues T, component T μ v) := by rw [hv]
    _ = _ := by
      rw [map_sum]
      exact Finset.sum_congr rfl fun μ _ => aeval_component T p μ v
```

## (e) A filter for one level

**Task.** For Hermitian \(T\) and \(\mu\in V\), find a polynomial \(f\) with

\[
f(T)v=P_\mu v .
\]

**Solution.** Let

\[
q(X)=\prod_{\nu\in\sigma(T),\,\nu\neq\mu}(X-\nu),\qquad f(X)=\frac{q(X)}{q(\mu)} .
\]

The factors \(\mu-\nu\) are nonzero, so \(q(\mu)\neq0\). Then \(f(\mu)=1\) and \(f(\nu)=0\) at every other eigenvalue, and (d) leaves only \(P_\mu v\). If \(\mu\) is the only eigenvalue, the product is empty and \(f=1\).

In Lean, `hq` and `hz` record the values of \(q\), and `Finset.sum_eq_single` picks out the surviving term.

```lean
/-- Every visible spectral component is obtained from the start vector by a polynomial
filter in the Hermitian operator. -/
theorem exists_filter {T : E →ₗ[ℂ] E} (hT : T.IsSymmetric) {v : E} {μ : ℂ}
    (h : μ ∈ visible T v) : ∃ q : ℂ[X], aeval T q v = component T μ v := by
  classical
  let μ₀ : Module.End.Eigenvalues T :=
    ⟨μ, Module.End.hasEigenvalue_of_hasEigenvector (component_hasEigenvector T h)⟩
  -- the product of `X - ν` over all other eigenvalues removes every other level
  let q : ℂ[X] := ∏ ν ∈ Finset.univ.erase μ₀, (X - C (ν : ℂ))
  have hq : q.eval μ ≠ 0 := by
    rw [eval_prod, Finset.prod_ne_zero_iff]
    intro ν hν
    rw [eval_sub, eval_X, eval_C, sub_ne_zero]
    intro e
    exact Finset.ne_of_mem_erase hν (Subtype.ext e.symm)
  have hz : ∀ ν : Module.End.Eigenvalues T, ν ≠ μ₀ → q.eval (ν : ℂ) = 0 := by
    intro ν hν
    rw [eval_prod]
    exact Finset.prod_eq_zero (Finset.mem_erase.2 ⟨hν, Finset.mem_univ ν⟩) (by simp)
  refine ⟨C (q.eval μ)⁻¹ * q, ?_⟩
  rw [aeval_apply_eq_sum hT, Finset.sum_eq_single μ₀]
  · change (C (q.eval μ)⁻¹ * q).eval μ • component T μ v = _
    rw [eval_mul, eval_C, inv_mul_cancel₀ hq, one_smul]
  · intro ν _ hν
    rw [eval_mul, hz ν hν, mul_zero, zero_smul]
  · intro hn
    exact absurd (Finset.mem_univ μ₀) hn
```

## (f) A spanning set for the Krylov space

**Task.** For Hermitian \(T\), show that

\[
\mathcal K=\mathrm{span}\{P_\mu v:\mu\in V\}.
\]

**Solution.** With \(p=X^k\), (d) reads \(T^kv=\sum_\mu\mu^kP_\mu v\). Terms with \(\mu\notin V\) are zero, so \(\mathcal K\) is contained in the right-hand side. Conversely, (e) gives \(P_\mu v=f(T)v\), a finite combination of the vectors \(T^kv\). The two bullets after `le_antisymm` are these two inclusions.

```lean
/-- The Krylov space of a Hermitian operator is spanned by the nonzero eigenspace
projections of the start vector, one for each visible energy. -/
theorem krylov_eq_span {T : E →ₗ[ℂ] E} (hT : T.IsSymmetric) (v : E) :
    krylov T v = Submodule.span ℂ (Set.range fun μ : visible T v => component T μ v) := by
  apply le_antisymm
  · refine Submodule.span_le.2 ?_
    rintro _ ⟨k, rfl⟩
    have hk := aeval_apply_eq_sum hT (X ^ k) v
    rw [map_pow, aeval_X] at hk
    change (T ^ k) v ∈ Submodule.span ℂ _
    rw [hk]
    refine Submodule.sum_mem _ fun μ _ => Submodule.smul_mem _ _ ?_
    by_cases h : component T μ v = 0
    · rw [h]; exact Submodule.zero_mem _
    · exact Submodule.subset_span ⟨⟨μ, h⟩, rfl⟩
  · refine Submodule.span_le.2 ?_
    rintro _ ⟨⟨μ, h⟩, rfl⟩
    obtain ⟨q, hq⟩ := exists_filter hT h
    change component T μ v ∈ krylov T v
    rw [← hq, aeval_eq_sum_range, LinearMap.sum_apply]
    exact Submodule.sum_mem _ fun i _ =>
      Submodule.smul_mem _ _ (Submodule.subset_span ⟨i, rfl⟩)
```

## (g) Counting dimensions

**Task.** For Hermitian \(T\), show that

\[
\dim\mathcal K=|V| .
\]

**Solution.** Suppose \(\sum_{\mu\in V}c_\mu P_\mu v=0\). Taking the inner product with \(P_\nu v\) leaves \(c_\nu\lVert P_\nu v\rVert^2=0\), so \(c_\nu=0\). The spanning vectors in (f) are therefore independent, and there are \(|V|\) of them. A visible degenerate level contributes one vector, just as a visible nondegenerate one does.

Lean gets independence from the general theorem on eigenvectors with distinct eigenvalues, which needs no orthogonality.

```lean
/-- The dimension of the Krylov space of a Hermitian operator equals the number of distinct
eigenvalues whose eigenspace projection of the start vector is nonzero. -/
theorem finrank_krylov {T : E →ₗ[ℂ] E} (hT : T.IsSymmetric) (v : E) :
    finrank ℂ (krylov T v) = (visible T v).ncard := by
  have : Fintype (visible T v) := (visible_finite T v).fintype
  -- eigenvectors at distinct energies are independent
  have hli : LinearIndependent ℂ (fun μ : visible T v => component T μ v) :=
    Module.End.eigenvectors_linearIndependent' T (fun μ : visible T v => (μ : ℂ))
      Subtype.val_injective _ fun μ => component_hasEigenvector T μ.2
  rw [krylov_eq_span hT, finrank_span_eq_card hli, ← Nat.card_eq_fintype_card,
    Nat.card_coe_set_eq]
```

## (h) The termination length

**Task.** For Hermitian \(T\) and any \(n\ge0\), show that

\[
v,\,Tv,\,\dots,\,T^{n-1}v\ \text{are linearly independent}\iff n\le|V| .
\]

**Solution.** If these \(n\) vectors are independent, they span an \(n\)-dimensional subspace of \(\mathcal K\), and (g) gives \(n\le|V|\).

Now let \(n\le|V|\) and suppose \(\sum_{k=0}^{n-1}g_kT^kv=0\). Put \(p(X)=\sum_{k=0}^{n-1}g_kX^k\), so that \(p(T)v=0\). For \(\mu\in V\), with \(f\) from (e),

\[
p(\mu)P_\mu v=p(T)f(T)v=f(T)p(T)v=0 ,
\]

hence \(p(\mu)=0\). The polynomial \(p\) has degree below \(n\le|V|\) and at least \(|V|\) roots, so it is zero and every \(g_k\) vanishes. For \(n=0\) the list is empty and both sides are true.

In the code, `hpv`, `hroot` and `hdeg` are the relation, the roots and the degree bound; the last lines read off the coefficients of \(p=0\).

```lean
/-- Exact termination length for a Hermitian operator: the first `n` Krylov vectors `v, T v, …` are
linearly independent if and only if `n` is at most the number of visible energies. -/
theorem linearIndependent_iff_le {T : E →ₗ[ℂ] E} (hT : T.IsSymmetric) (v : E) (n : ℕ) :
    LinearIndependent ℂ (fun k : Fin n => (T ^ (k : ℕ)) v) ↔ n ≤ (visible T v).ncard := by
  constructor
  · intro h
    have hle : Submodule.span ℂ (Set.range fun k : Fin n => (T ^ (k : ℕ)) v) ≤ krylov T v := by
      refine Submodule.span_mono ?_
      rintro _ ⟨k, rfl⟩
      exact ⟨k, rfl⟩
    have hd := Submodule.finrank_mono hle
    rwa [finrank_span_eq_card h, Fintype.card_fin, finrank_krylov hT] at hd
  · intro hn
    rw [Fintype.linearIndependent_iff]
    intro g hg i
    -- a linear relation is a polynomial of degree below `n` that annihilates `v`
    let p : ℂ[X] := ∑ k : Fin n, C (g k) * X ^ (k : ℕ)
    have hpv : aeval T p v = 0 := by
      rw [← hg]
      simp [p, LinearMap.sum_apply, Module.algebraMap_end_apply]
    have hroot : ∀ μ ∈ (visible_finite T v).toFinset, p.eval μ = 0 := by
      intro μ hμ
      have h : μ ∈ visible T v := (visible_finite T v).mem_toFinset.1 hμ
      obtain ⟨q, hq⟩ := exists_filter hT h
      have h0 : p.eval μ • component T μ v = 0 := by
        rw [← aeval_component, ← hq, ← Module.End.mul_apply, ← map_mul, mul_comm, map_mul,
          Module.End.mul_apply, hpv, map_zero]
      exact (smul_eq_zero.1 h0).resolve_right h
    have hdeg : p.degree < ((visible_finite T v).toFinset.card : WithBot ℕ) := by
      refine lt_of_lt_of_le (degree_sum_fin_lt g) ?_
      rw [← Set.ncard_eq_toFinset_card _ (visible_finite T v)]
      exact_mod_cast hn
    -- it has more roots than its degree allows
    have hp : p = 0 := eq_zero_of_degree_lt_of_eval_finset_eq_zero _ hdeg hroot
    have hc := congrArg (fun r : ℂ[X] => r.coeff (i : ℕ)) hp
    simpa [p, Polynomial.finsetSum_coeff, coeff_X_pow, Fin.val_inj] using hc
```

The Lean code treats Krylov vectors and does not define the Lanczos recursion. In exact arithmetic that recursion orthonormalises \(v,Tv,\dots\) in order and stops at the first linear dependence, so it produces \(|V|\) vectors. For exact diagonalisation in a finite basis, a run from a single start vector, if carried through all \(|V|\) steps, thus shows each visible level once, whatever its multiplicity; rounding errors are not modelled.

## (i) Hermitian matrices

**Task.** For a Hermitian complex matrix \(H\) and a column vector \(v\), show that

\[
\dim\mathrm{span}\{H^kv:k\ge0\}=\bigl|\{\mu:P_\mu v\neq0\}\bigr| ,
\]

where \(P_\mu\) projects onto the \(\mu\)-eigenspace of \(H\).

**Solution.** Read \(H\) as an operator on column vectors with the standard inner product. It is Hermitian as an operator because \(H\) equals its conjugate transpose, and (g) applies.

Here `n` is the index set of the matrix, not the number of vectors in (h). Lean keeps plain columns `n → ℂ` apart from the Euclidean space with the inner product, and `WithLp.toLp 2` passes from the first to the second. Induction on \(k\) (`hpow`) shows that the powers agree, and the linear equivalence between the two spaces preserves dimension.

```lean
/-- For a Hermitian complex matrix `H`, the span of all `H ^ k v` has dimension equal to the
number of distinct eigenvalues whose eigenspace projection of `v` is nonzero. -/
theorem finrank_matrix_krylov {n : Type*} [Fintype n] [DecidableEq n] {H : Matrix n n ℂ}
    (hH : H.IsHermitian) (v : n → ℂ) :
    finrank ℂ (Submodule.span ℂ (Set.range fun k : ℕ => (H ^ k) *ᵥ v)) =
      (visible (Matrix.toEuclideanLin H) (WithLp.toLp 2 v)).ncard := by
  have hpow : ∀ k : ℕ,
      WithLp.ofLp ((Matrix.toEuclideanLin H ^ k) (WithLp.toLp 2 v)) = (H ^ k) *ᵥ v := by
    intro k
    induction k with
    | zero => simp
    | succ k ih =>
      rw [pow_succ', Module.End.mul_apply, pow_succ', ← Matrix.mulVec_mulVec, ← ih]
      rfl
  -- pass from column vectors to the Euclidean space carrying the inner product
  have hK : Submodule.span ℂ (Set.range fun k : ℕ => (H ^ k) *ᵥ v) =
      (krylov (Matrix.toEuclideanLin H) (WithLp.toLp 2 v)).map
        (WithLp.linearEquiv 2 ℂ (n → ℂ)).toLinearMap := by
    rw [krylov, Submodule.map_span, ← Set.range_comp]
    exact congrArg (fun f : ℕ → n → ℂ => Submodule.span ℂ (Set.range f))
      (funext fun k => (hpow k).symm)
  rw [hK, LinearEquiv.finrank_map_eq,
    finrank_krylov (isSymmetric_toEuclideanLin_iff.2 hH)]

end

end LanczosTermination
```

```lean
#print axioms LanczosTermination.linearIndependent_iff_le
#print axioms LanczosTermination.finrank_matrix_krylov
```

```
'LanczosTermination.linearIndependent_iff_le' depends on axioms: [propext, Classical.choice, Quot.sound]
'LanczosTermination.finrank_matrix_krylov' depends on axioms: [propext, Classical.choice, Quot.sound]
```

## Termination read from an annihilating polynomial

The termination length could also be modelled as the degree of the monic polynomial \(p\) of least degree with \(p(T)v=0\). That degree equals \(\dim\mathcal K\) for every operator on a finite-dimensional space, Hermitian or not, and Hermiticity would enter only when the degree is identified with a number of eigenvalues. For a \(2\times2\) Jordan block the two counts can differ: the degree can be 2 although there is only one eigenvalue.
